# Equal point dipoles on finitely many sites placed with cubic symmetry around a point give zero field there

Sites are vectors $r=(r_0,r_1,r_2)$ in $\mathbb R^3$, written `Fin 3 → ℝ` and measured from the origin, where the field is wanted. Every site carries the same fixed point dipole $p$, and units are Gaussian.

```lean
import Mathlib

open Matrix

namespace LorentzCubicNearField

noncomputable section
```

The length is the Euclidean one, $|r|=\sqrt{r_0^2+r_1^2+r_2^2}$. It is defined explicitly because the built-in norm on `Fin 3 → ℝ` is the maximum norm.

```lean
/-- The Euclidean length of a vector in three-dimensional space. -/
def len (r : Fin 3 → ℝ) : ℝ := √(∑ i, r i ^ 2)
```

The dipole tensor is $T(r)=(3rr^{\mathsf T}-|r|^2I)/|r|^5$, where `vecMulVec r r` stands for $rr^{\mathsf T}$.

```lean
/-- The dipole tensor `(3 r rᵀ - |r|² I) / |r|⁵`, for a separation `r ≠ 0`. -/
def dipoleTensor (r : Fin 3 → ℝ) : Matrix (Fin 3) (Fin 3) ℝ :=
  (1 / len r ^ 5) • ((3 : ℝ) • vecMulVec r r - len r ^ 2 • 1)
```

At displacement $x$ from a dipole $p$ the potential is $\varphi_p(x)=p\cdot x/|x|^3$.

```lean
/-- The potential `p · x / |x|³` (Gaussian units) at displacement `x ≠ 0` from a point
dipole `p`. -/
def dipolePotential (p x : Fin 3 → ℝ) : ℝ := (p ⬝ᵥ x) / len x ^ 3
```

A finite set $S$ is called cubic if permuting the coordinates of a site, or reversing the sign of one of them, always gives a site of $S$ (possibly the same one). In Lean, `r ∘ σ` is the permuted site and `Function.update r i (-r i)` the reflected one.

```lean
/-- A finite set of sites is cubic if it is invariant under permutations of the coordinates
and under reversal of the sign of any coordinate. -/
structure IsCubic (S : Finset (Fin 3 → ℝ)) : Prop where
  perm : ∀ (σ : Equiv.Perm (Fin 3)), ∀ r ∈ S, r ∘ σ ∈ S
  flip : ∀ (i : Fin 3), ∀ r ∈ S, Function.update r i (-r i) ∈ S
```

## From the potential to the dipole tensor

Two facts about the length are needed: $|r|^2=r_0^2+r_1^2+r_2^2$,

```lean
/-- The squared length is the sum of the three squared coordinates. -/
lemma len_sq (r : Fin 3 → ℝ) : len r ^ 2 = r 0 ^ 2 + r 1 ^ 2 + r 2 ^ 2 := by
  unfold len
  rw [Real.sq_sqrt (Finset.sum_nonneg fun i _ => sq_nonneg (r i)), Fin.sum_univ_three]
```

and $|r|>0$ for $r\neq0$, since some coordinate then has a positive square.

```lean
/-- A non-zero vector has positive length. -/
lemma len_pos {r : Fin 3 → ℝ} (hr : r ≠ 0) : 0 < len r := by
  obtain ⟨i, hi⟩ := Function.ne_iff.1 hr
  have hi' : r i ≠ 0 := hi
  exact Real.sqrt_pos.2 (Finset.sum_pos' (fun k _ => sq_nonneg (r k))
    ⟨i, Finset.mem_univ i, by positivity⟩)
```

Contracting the tensor with two vectors gives
$$u\cdot T(r)p=\frac{3(u\cdot r)(r\cdot p)-|r|^2\,u\cdot p}{|r|^5}.$$
The proof writes out all nine matrix entries and compares the two sides.

```lean
/-- The dipole tensor between two vectors is
`(3 (u · r)(r · p) - |r|² (u · p)) / |r|⁵`, for `r ≠ 0`. -/
lemma dipoleTensor_pairing (u p : Fin 3 → ℝ) {r : Fin 3 → ℝ} (hr : r ≠ 0) :
    u ⬝ᵥ dipoleTensor r *ᵥ p =
      (3 * (u ⬝ᵥ r) * (r ⬝ᵥ p) - len r ^ 2 * (u ⬝ᵥ p)) / len r ^ 5 := by
  have hL := (len_pos hr).ne'
  simp only [dipoleTensor, dotProduct, mulVec, Fin.sum_univ_three, Matrix.smul_apply,
    Matrix.sub_apply, vecMulVec_apply, smul_eq_mul, Matrix.one_apply_eq,
    Matrix.one_apply_ne (show (0 : Fin 3) ≠ 1 by decide),
    Matrix.one_apply_ne (show (0 : Fin 3) ≠ 2 by decide),
    Matrix.one_apply_ne (show (1 : Fin 3) ≠ 0 by decide),
    Matrix.one_apply_ne (show (1 : Fin 3) ≠ 2 by decide),
    Matrix.one_apply_ne (show (2 : Fin 3) ≠ 0 by decide),
    Matrix.one_apply_ne (show (2 : Fin 3) ≠ 1 by decide)]
  field_simp
  ring
```

Now move the observation point to $tu$. Its displacement from the dipole at $r$ is $tu-r$. At $t=0$ the numerator $p\cdot(tu-r)$ has value $-p\cdot r$ and derivative $p\cdot u$. The squared distance has derivative $-2u\cdot r$, so the distance has derivative $-u\cdot r/|r|$ and its cube $-3|r|\,u\cdot r$. The quotient rule gives
$$\frac{d}{dt}\varphi_p(tu-r)\Big|_{t=0}=\frac{|r|^2\,p\cdot u-3(p\cdot r)(u\cdot r)}{|r|^5}=-u\cdot T(r)p.$$
If $E$ is the field at the origin, $u\cdot E$ is minus this derivative, hence $u\cdot T(r)p$. In the code, `hq`, `hs`, `hn` and `hd` are the derivatives of the squared distance, the distance, the numerator and the quotient.

```lean
/-- The potential at the origin of a dipole `p` at `r ≠ 0` changes along `u` at the rate
`-u · T(r) p`, with `T` the dipole tensor. -/
theorem hasDerivAt_dipolePotential (p u : Fin 3 → ℝ) {r : Fin 3 → ℝ} (hr : r ≠ 0) :
    HasDerivAt (fun t : ℝ => dipolePotential p (t • u - r))
      (-(u ⬝ᵥ dipoleTensor r *ᵥ p)) 0 := by
  have hL := len_pos hr
  have hlin : ∀ i, HasDerivAt (fun t : ℝ => t * u i - r i) (u i) 0 := fun i =>
    (((hasDerivAt_id' (0 : ℝ)).mul_const (u i)).sub_const (r i)).congr_deriv (one_mul _)
  have hq0 : (0 * u 0 - r 0) * (0 * u 0 - r 0) + (0 * u 1 - r 1) * (0 * u 1 - r 1)
      + (0 * u 2 - r 2) * (0 * u 2 - r 2) = len r ^ 2 := by
    rw [len_sq]; ring
  -- the squared distance, the distance and the numerator are differentiated in turn
  have hq : HasDerivAt (fun t : ℝ => (t * u 0 - r 0) * (t * u 0 - r 0)
      + (t * u 1 - r 1) * (t * u 1 - r 1) + (t * u 2 - r 2) * (t * u 2 - r 2))
      (-2 * (u 0 * r 0 + u 1 * r 1 + u 2 * r 2)) 0 :=
    ((((hlin 0).fun_mul (hlin 0)).fun_add ((hlin 1).fun_mul (hlin 1))).fun_add
      ((hlin 2).fun_mul (hlin 2))).congr_deriv (by ring)
  have hs := hq.sqrt (by simp only [hq0]; positivity)
  have hn := (((hlin 0).const_mul (p 0)).fun_add ((hlin 1).const_mul (p 1))).fun_add
    ((hlin 2).const_mul (p 2))
  have hd := hn.fun_div ((hs.fun_mul hs).fun_mul hs)
    (by simp only [hq0, Real.sqrt_sq hL.le]; positivity)
  refine HasDerivAt.congr_of_eventuallyEq (hd.congr_deriv ?_)
    (Filter.Eventually.of_forall fun t => ?_)
  · rw [dipoleTensor_pairing u p hr]
    simp only [hq0, Real.sqrt_sq hL.le, dotProduct, Fin.sum_univ_three]
    field_simp
    ring
  · simp only [dipolePotential, len, dotProduct, Fin.sum_univ_three, Pi.sub_apply,
      Pi.smul_apply, smul_eq_mul, pow_two, pow_three']
```

## What cubic symmetry does to second moments

Let $w$ be any function of the length. For $i\neq j$, reversing coordinate $i$ permutes the sites, preserves $|r|$ and changes the sign of $r_ir_j$. So
$$\sum_{r\in S}w(|r|)\,r_ir_j=-\sum_{r\in S}w(|r|)\,r_ir_j=0.$$
`Finset.sum_nbij'` reindexes the sum by this reflection, which is its own inverse.

```lean
/-- Over a cubic set, the mixed second moments vanish for every radial weight `w`. -/
theorem mixed_moment_eq_zero {S : Finset (Fin 3 → ℝ)} (hS : IsCubic S) (w : ℝ → ℝ)
    {i j : Fin 3} (hij : i ≠ j) : ∑ r ∈ S, w (len r) * (r i * r j) = 0 := by
  have hlen : ∀ r : Fin 3 → ℝ, len (Function.update r i (-r i)) = len r := fun r => by
    unfold len
    congr 1
    refine Finset.sum_congr rfl fun k _ => ?_
    by_cases hk : k = i
    · subst hk; simp
    · rw [Function.update_of_ne hk]
  -- reversing coordinate i maps the sum to its negative
  have h : ∑ r ∈ S, w (len r) * (r i * r j) = ∑ r ∈ S, -(w (len r) * (r i * r j)) := by
    refine Finset.sum_nbij' (fun r => Function.update r i (-r i))
      (fun r => Function.update r i (-r i)) (hS.flip i) (hS.flip i)
      (fun r _ => by simp) (fun r _ => by simp) fun r _ => ?_
    simp only [hlen, Function.update_self, Function.update_of_ne hij.symm]
    ring
  rw [Finset.sum_neg_distrib] at h
  linarith
```

Swapping coordinates $i$ and $j$ in the same way gives
$$\sum_{r\in S}w(|r|)\,r_i^2=\sum_{r\in S}w(|r|)\,r_j^2.$$

```lean
/-- Over a cubic set, the second moments along any two axes agree for every radial
weight `w`. -/
theorem axial_moment_eq {S : Finset (Fin 3 → ℝ)} (hS : IsCubic S) (w : ℝ → ℝ)
    (i j : Fin 3) : ∑ r ∈ S, w (len r) * r i ^ 2 = ∑ r ∈ S, w (len r) * r j ^ 2 := by
  have hlen : ∀ r : Fin 3 → ℝ, len (r ∘ Equiv.swap i j) = len r := fun r => by
    unfold len
    congr 1
    exact Equiv.sum_comp (Equiv.swap i j) fun k => r k ^ 2
  refine Finset.sum_nbij' (fun r => r ∘ Equiv.swap i j) (fun r => r ∘ Equiv.swap i j)
    (hS.perm _) (hS.perm _) (fun r _ => by funext k; simp) (fun r _ => by funext k; simp)
    fun r _ => ?_
  simp only [hlen, Function.comp_apply, Equiv.swap_apply_right]
```

An off-diagonal entry of $\sum_{r\in S} w(|r|)(3rr^{\mathsf T}-|r|^2I)$ is three times a mixed moment, hence zero. A diagonal entry is
$$3\sum_{r\in S} w(|r|)\,r_i^2-\sum_{r\in S} w(|r|)(r_0^2+r_1^2+r_2^2)=0,$$
because the three axial moments are equal; `linarith` combines those equalities.

```lean
/-- Over a cubic set, the sum of `3 r rᵀ - |r|² I` vanishes for every radial weight `w`. -/
theorem radial_sum_eq_zero {S : Finset (Fin 3 → ℝ)} (hS : IsCubic S) (w : ℝ → ℝ) :
    ∑ r ∈ S, w (len r) • ((3 : ℝ) • vecMulVec r r - len r ^ 2 • 1) =
      (0 : Matrix (Fin 3) (Fin 3) ℝ) := by
  ext i j
  rw [Matrix.sum_apply, Matrix.zero_apply]
  by_cases hij : i = j
  · subst hij
    have e : ∀ r : Fin 3 → ℝ, (w (len r) • ((3 : ℝ) • vecMulVec r r - len r ^ 2 •
        (1 : Matrix (Fin 3) (Fin 3) ℝ))) i i = 3 * (w (len r) * r i ^ 2) -
        (w (len r) * r 0 ^ 2 + w (len r) * r 1 ^ 2 + w (len r) * r 2 ^ 2) := fun r => by
      simp only [Matrix.smul_apply, Matrix.sub_apply, vecMulVec_apply, Matrix.one_apply_eq,
        smul_eq_mul, len_sq]
      ring
    simp only [e, Finset.sum_sub_distrib, Finset.sum_add_distrib, ← Finset.mul_sum]
    linarith [axial_moment_eq hS w i 0, axial_moment_eq hS w i 1, axial_moment_eq hS w i 2]
  · have e : ∀ r : Fin 3 → ℝ, (w (len r) • ((3 : ℝ) • vecMulVec r r - len r ^ 2 •
        (1 : Matrix (Fin 3) (Fin 3) ℝ))) i j = 3 * (w (len r) * (r i * r j)) := fun r => by
      simp only [Matrix.smul_apply, Matrix.sub_apply, vecMulVec_apply,
        Matrix.one_apply_ne hij, smul_eq_mul]
      ring
    simp only [e, ← Finset.mul_sum, mixed_moment_eq_zero hS w hij, mul_zero]
```

## The near field vanishes

The weight $w(x)=1/x^5$ gives $\sum_{r\in S}T(r)=0$. By linearity the total potential has derivative $-u\cdot\bigl(\sum_{r\in S}T(r)\bigr)p=0$ along every $u$, for every $p$. The hypothesis `0 ∉ S` leaves out a dipole at the observation point itself, whose potential is singular there.

In Lorentz's local-field argument this is the contribution of the nearby sites, here for a finite set of prescribed, equal dipoles; the field $4\pi P/3$ of the polarisation charge on the wall of the spherical cavity around these sites, with $P$ the dipole moment per unit volume, is a separate calculation.

```lean
/-- Over a cubic set of sites without the origin the dipole tensors sum to zero, and the potential
of equal dipoles `p` on these sites has zero derivative at the origin in every direction `u`. -/
theorem lorentz_near_field {S : Finset (Fin 3 → ℝ)} (hS : IsCubic S) (h0 : 0 ∉ S) :
    ∑ r ∈ S, dipoleTensor r = 0 ∧ ∀ p u : Fin 3 → ℝ,
      HasDerivAt (fun t : ℝ => ∑ r ∈ S, dipolePotential p (t • u - r)) 0 0 := by
  have hT : ∑ r ∈ S, dipoleTensor r = 0 := radial_sum_eq_zero hS fun x => 1 / x ^ 5
  refine ⟨hT, fun p u => ?_⟩
  -- the field is linear in the dipole tensor
  have hsum : ∀ s : Finset (Fin 3 → ℝ), ∑ r ∈ s, -(u ⬝ᵥ dipoleTensor r *ᵥ p) =
      -(u ⬝ᵥ (∑ r ∈ s, dipoleTensor r) *ᵥ p) := fun s => by
    induction s using Finset.induction_on with
    | empty => simp
    | insert a s ha ih =>
      rw [Finset.sum_insert ha, Finset.sum_insert ha, ih, Matrix.add_mulVec, dotProduct_add]
      ring
  refine (HasDerivAt.fun_sum fun r hr =>
    hasDerivAt_dipolePotential p u (ne_of_mem_of_not_mem hr h0)).congr_deriv ?_
  rw [hsum, hT]
  simp
```

Cubic symmetry could also be modelled by a smaller group: cyclic permutations together with simultaneous reversal of two coordinates. Reversing $i$ and the third coordinate still changes the sign of $r_ir_j$, and cyclic permutations still equate the axial moments. The result would then include four tetrahedral neighbours such as $(1,1,1),(1,-1,-1),(-1,1,-1),(-1,-1,1)$, which `IsCubic` excludes; this variant is argued here in prose only.

## A lattice block, and a pair that is not cubic

The sites $a(k,l,m)$ with integers $-N\le k,l,m\le N$, without the centre, form a block of the simple cubic lattice.

```lean
/-- The block of simple cubic lattice sites `a (k, l, m)` with integers `k, l, m` between
`-N` and `N`, without the origin. -/
def cubicBlock (a : ℝ) (N : ℕ) : Finset (Fin 3 → ℝ) :=
  (Fintype.piFinset fun _ : Fin 3 =>
    (Finset.Icc (-(N : ℤ)) N).image fun k : ℤ => a * (k : ℝ)).erase 0
```

For $a\neq0$ and $N\geq1$ the block meets both hypotheses and contains $(a,0,0)$. Permutations only reorder the integers, and a reflection replaces $k$ by $-k$. The field therefore vanishes at the centre of the block, with no claim about other points or about an infinite lattice.

```lean
/-- For `a ≠ 0` and `N ≥ 1` the simple cubic block is a cubic set without the origin, and it
contains the site `(a, 0, 0)`. -/
theorem lorentz_near_field_witness {a : ℝ} (ha : a ≠ 0) {N : ℕ} (hN : 1 ≤ N) :
    IsCubic (cubicBlock a N) ∧ 0 ∉ cubicBlock a N ∧ ![a, 0, 0] ∈ cubicBlock a N := by
  have hm : ∀ r, r ∈ cubicBlock a N ↔ r ≠ 0 ∧
      ∀ i, ∃ k : ℤ, (-(N : ℤ) ≤ k ∧ k ≤ N) ∧ a * (k : ℝ) = r i := fun r => by
    simp only [cubicBlock, Finset.mem_erase, Fintype.mem_piFinset, Finset.mem_image,
      Finset.mem_Icc]
  refine ⟨⟨fun σ r hr => ?_, fun i r hr => ?_⟩, fun h => ((hm 0).1 h).1 rfl, ?_⟩
  · rw [hm] at hr ⊢
    refine ⟨fun h => hr.1 ?_, fun i => hr.2 (σ i)⟩
    funext i
    simpa using congrFun h (σ.symm i)
  · rw [hm] at hr ⊢
    refine ⟨fun h => hr.1 ?_, fun j => ?_⟩
    · funext j
      have hj := congrFun h j
      by_cases hji : j = i
      · subst hji; simpa using hj
      · rwa [Function.update_of_ne hji] at hj
    · by_cases hji : j = i
      · subst hji
        obtain ⟨k, hk, e⟩ := hr.2 j
        refine ⟨-k, by constructor <;> omega, ?_⟩
        rw [Function.update_self, ← e]
        push_cast
        ring
      · rw [Function.update_of_ne hji]
        exact hr.2 j
  · rw [hm]
    refine ⟨fun h => ha (by simpa using congrFun h 0), fun i => ?_⟩
    fin_cases i
    · exact ⟨1, by constructor <;> omega, by simp⟩
    · exact ⟨0, by constructor <;> omega, by simp⟩
    · exact ⟨0, by constructor <;> omega, by simp⟩
```

Sign changes alone are not enough for the result. The sites $(0,0,\pm a)$ with $a>0$ are invariant under all sign changes, yet
$$T(0,0,a)+T(0,0,-a)=\frac{2}{a^3}\,\mathrm{diag}(-1,-1,2).$$
Dipoles $p$ along the axis thus give the field $4p/a^3$ at the midpoint. The proof computes both lengths and checks each entry.

```lean
/-- For `a > 0` the dipole tensors of the two sites `(0, 0, a)` and `(0, 0, -a)` sum to `(2 / a³)
diag(-1, -1, 2)`. -/
theorem axial_pair_sum {a : ℝ} (ha : 0 < a) :
    dipoleTensor ![0, 0, a] + dipoleTensor ![0, 0, -a] =
      (2 / a ^ 3) • Matrix.diagonal ![-1, -1, 2] := by
  have h1 : len ![0, 0, a] = a := by
    simp [len, Fin.sum_univ_three, Real.sqrt_sq ha.le]
  have h2 : len ![0, 0, -a] = a := by
    simp [len, Fin.sum_univ_three, Real.sqrt_sq ha.le]
  simp only [dipoleTensor, h1, h2]
  ext i j
  fin_cases i <;> fin_cases j <;> simp <;> field_simp <;> ring

end

end LorentzCubicNearField
```

```lean
#print axioms LorentzCubicNearField.lorentz_near_field
#print axioms LorentzCubicNearField.axial_pair_sum
```

```
'LorentzCubicNearField.lorentz_near_field' depends on axioms: [propext, Classical.choice, Quot.sound]
'LorentzCubicNearField.axial_pair_sum' depends on axioms: [propext, Classical.choice, Quot.sound]
```
